# For a finite point group, the largest-overlap rule keeps a member of every orbit of wave vectors and never two that pass it strictly

A crystal layer with fourfold rotations but no mirror lines has the same band energies at a wave vector \(k\) and at its three rotated images. When I sum a band energy over a k-mesh, I would like to visit only one member of each such set, or star.

My selection rule uses a fixed reference vector \(p\): I keep \(k\) if \(k\cdot p\ge k\cdot gp\) for every rotation \(g\). With \(p=(1,0)\) this keeps the quarter of the plane around the positive first axis. But it keeps both \((1,1)\) and \((1,-1)\), which a quarter turn maps onto each other.

Does such double keeping happen only when there is a tie? Could some star lose all its members? Does the choice of \(p\) matter, and which weights make the reduced sum come out right?

## Ties are the only source of duplicates

No star is lost. If a kept point satisfies all the inequalities strictly for \(g\neq1\), it is the only member of its star that is kept, so duplicates need ties. Strict points exist exactly when no operation other than the identity fixes \(p\). The weight \(|G|/N(k)\) gives the correct sum, where \(|G|\) is the number of operations in the point group \(G\) and \(N(k)\) is the number of them that carry \(k\) into the kept region. All this holds in any finite dimension, for a finite group of orthogonal matrices and, for the sum, a finite mesh that the group maps into itself. A star here is the set of images of a wave vector under \(G\) alone: vectors that differ by a reciprocal lattice vector count as different, so equivalent points on the zone boundary need separate care.

Write \(\langle x,y\rangle\) for the scalar product, and let
\[
W=\{x:\langle x,gp\rangle\le\langle x,p\rangle\ \text{for all } g\in G\}
\]
be the closed wedge. Call \(x\) strict if \(\langle x,gp\rangle<\langle x,p\rangle\) for all \(g\neq 1\) in \(G\). Since \(g^Tg=1\), we have \(\langle gx,gy\rangle=\langle x,y\rangle\), and therefore \(\langle x,gy\rangle=\langle g^{-1}x,y\rangle\).

**Every star meets the wedge.** Given \(x\), choose \(g\in G\) that makes \(\langle x,gp\rangle\) largest, which is possible because \(G\) is finite. For any \(h\in G\), the product \(gh\) is also in \(G\), so
\[
\langle g^{-1}x,hp\rangle=\langle x,ghp\rangle\le\langle x,gp\rangle=\langle g^{-1}x,p\rangle .
\]
Thus \(g^{-1}x\in W\).

**A strict point has no other image in the wedge.** Let \(x\) be strict and suppose that \(hx\in W\) with \(h\ne1\). Strictness for \(h^{-1}\) gives \(\langle hx,p\rangle=\langle x,h^{-1}p\rangle<\langle x,p\rangle\). The wedge condition on \(hx\), taken for the operation \(h\), gives \(\langle x,p\rangle=\langle hx,hp\rangle\le\langle hx,p\rangle\). The two contradict each other, so \(h=1\). Every strict point lies in \(W\), so no operation in \(G\) maps a strict point to a different strict point.

**Which \(p\) to choose.** If \(gp=p\) for some \(g\neq1\), strictness would require \(\langle x,p\rangle<\langle x,p\rangle\), so there are no strict points. If only the identity fixes \(p\), then for \(g\neq1\)
\[
0<|p-gp|^2=2\langle p,p\rangle-2\langle p,gp\rangle ,
\]
and \(p\) itself is strict. Your \(p=(1,0)\) is therefore fine for pure fourfold rotations. If the layer also had mirror lines along the axes, \(p\) would lie on one of them and there would be no strict points; a vector such as \((2,1)\) restores them. The weighted sum below is correct for either choice.

**The weights.** Let \(K\) be the mesh and \(f\) a function with \(f(gk)=f(k)\) on it. The count satisfies \(N(hk)=N(k)\), because \(g\) carries \(hk\) into \(W\) exactly when \(gh\) carries \(k\) there. It is never zero, because every star meets the wedge. Set \(F(k)=f(k)/N(k)\) for \(k\in W\) and \(F(k)=0\) otherwise. Exactly \(N(k)\) operations contribute to the sum of \(F\) over the images of \(k\), so
\[
\sum_{g\in G}F(gk)=N(k)\,\frac{f(k)}{N(k)}=f(k).
\]
Each \(g\) only permutes the mesh, which gives
\[
\sum_{k\in K}f(k)=\sum_{g\in G}\sum_{k\in K}F(gk)=|G|\sum_{k\in K}F(k)=\sum_{k\in K\cap W}\frac{|G|}{N(k)}f(k).
\]

In your example \(N=2\) for both \((1,1)\) and \((1,-1)\). Each gets weight \(4/2=2\), and together they account for the four members of the star. The point \((1,0)\) is strict and has weight 4; the origin has \(N=4\) and weight 1. The usual weight is the full size of the star, assigned to a single representative. Here the weight is shared equally among all the members that were kept, so no tie-breaking is needed.

## The same statements in Lean

```lean
import Mathlib

open Matrix
open scoped Classical

namespace IrreducibleWedge

noncomputable section

variable {n : Type*} [Fintype n] [DecidableEq n]

/-- The wave vector obtained from `x` by the orthogonal point operation `g`. -/
def rot (g : Matrix.orthogonalGroup n ℝ) (x : n → ℝ) : n → ℝ :=
  (g : Matrix n n ℝ) *ᵥ x

/-- The closed wedge of `p`: the vectors whose overlap with `p` is at least their overlap
with every image of `p` under the group. -/
def wedge (G : Subgroup (Matrix.orthogonalGroup n ℝ)) (p : n → ℝ) : Set (n → ℝ) :=
  {x | ∀ g ∈ G, x ⬝ᵥ rot g p ≤ x ⬝ᵥ p}

/-- The strict wedge of `p`: the vectors whose overlap with `p` exceeds their overlap
with `g p` for every group element `g` other than the identity. -/
def openWedge (G : Subgroup (Matrix.orthogonalGroup n ℝ)) (p : n → ℝ) : Set (n → ℝ) :=
  {x | ∀ g ∈ G, g ≠ 1 → x ⬝ᵥ rot g p < x ⬝ᵥ p}

/-- The number of operations of the finite group `G` that carry `k` into the closed wedge. -/
def wedgeCount (G : Subgroup (Matrix.orthogonalGroup n ℝ)) [Fintype G]
    (p k : n → ℝ) : ℕ :=
  (Finset.univ.filter (fun g : G => rot g.1 k ∈ wedge G p)).card

/-- Applying a product of two operations is applying them one after the other. -/
theorem rot_mul (g h : Matrix.orthogonalGroup n ℝ) (x : n → ℝ) :
    rot (g * h) x = rot g (rot h x) := by
  show ((g : Matrix n n ℝ) * (h : Matrix n n ℝ)) *ᵥ x = _
  exact (Matrix.mulVec_mulVec _ _ _).symm

/-- The identity operation leaves every wave vector in place. -/
theorem rot_one (x : n → ℝ) : rot 1 x = x := by
  show (1 : Matrix n n ℝ) *ᵥ x = x
  exact Matrix.one_mulVec x

/-- Orthogonal operations preserve the scalar product of two wave vectors. -/
theorem rot_dot_rot (g : Matrix.orthogonalGroup n ℝ) (x y : n → ℝ) :
    rot g x ⬝ᵥ rot g y = x ⬝ᵥ y := by
  have h := Matrix.mem_unitaryGroup_iff'.mp g.2
  rw [Matrix.star_eq_conjTranspose, Matrix.conjTranspose_eq_transpose_of_trivial] at h
  unfold rot
  rw [Matrix.dotProduct_mulVec, ← Matrix.mulVec_transpose, Matrix.mulVec_mulVec, h,
    Matrix.one_mulVec]

/-- An operation on one factor of a scalar product can be replaced by its inverse
on the other factor. -/
theorem dot_rot (g : Matrix.orthogonalGroup n ℝ) (x y : n → ℝ) :
    x ⬝ᵥ rot g y = rot g⁻¹ x ⬝ᵥ y := by
  have h := rot_dot_rot g⁻¹ x (rot g y)
  rw [← rot_mul, inv_mul_cancel, rot_one] at h
  exact h.symm

/-- If `x` lies in the strict wedge and a group operation `h` carries it into the closed
wedge, then `h` is the identity. -/
theorem eq_one_of_mem {G : Subgroup (Matrix.orthogonalGroup n ℝ)} {p x : n → ℝ}
    (hx : x ∈ openWedge G p) {h : Matrix.orthogonalGroup n ℝ} (hh : h ∈ G)
    (hy : rot h x ∈ wedge G p) : h = 1 := by
  by_contra hne
  have h1 := hx h⁻¹ (G.inv_mem hh) (inv_ne_one.mpr hne)
  have h2 := hy h hh
  rw [dot_rot, inv_inv] at h1
  rw [rot_dot_rot] at h2
  linarith

/-- For a finite group of orthogonal matrices, every orbit meets the closed wedge of `p`,
and two distinct points of the strict wedge are never related by a group operation. -/
theorem irreducible_wedge (G : Subgroup (Matrix.orthogonalGroup n ℝ)) [Finite G]
    (p : n → ℝ) :
    (∀ x, ∃ g ∈ G, rot g x ∈ wedge G p) ∧
    (∀ x ∈ openWedge G p, ∀ y ∈ openWedge G p, x ≠ y → ∀ g ∈ G, rot g x ≠ y) := by
  constructor
  · intro x
    -- pick the image of `p` that has the largest overlap with `x`
    obtain ⟨g, hg⟩ := Finite.exists_max (fun g : G => x ⬝ᵥ rot g.1 p)
    refine ⟨g.1⁻¹, G.inv_mem g.2, ?_⟩
    intro h hh
    have h1 : x ⬝ᵥ rot (g.1 * h) p ≤ x ⬝ᵥ rot g.1 p :=
      hg ⟨g.1 * h, G.mul_mem g.2 hh⟩
    rw [rot_mul g.1 h p, dot_rot g.1 x (rot h p), dot_rot g.1 x p] at h1
    exact h1
  · intro x hx y hy hxy g hg hgx
    have hw : rot g x ∈ wedge G p := by
      rw [hgx]
      intro k hk
      by_cases h1 : k = 1
      · rw [h1, rot_one]
      · exact (hy k hk h1).le
    have h1 := eq_one_of_mem hx hg hw
    rw [h1, rot_one] at hgx
    exact hxy hgx

/-- The strict wedge of `p` contains a point exactly when no group operation other than
the identity leaves `p` fixed. -/
theorem openWedge_nonempty_iff (G : Subgroup (Matrix.orthogonalGroup n ℝ)) (p : n → ℝ) :
    (openWedge G p).Nonempty ↔ ∀ g ∈ G, rot g p = p → g = 1 := by
  constructor
  · rintro ⟨x, hx⟩ g hg hgp
    by_contra hne
    have h := hx g hg hne
    rw [hgp] at h
    exact lt_irrefl _ h
  · intro hp
    -- the vector `p` itself is a strict point
    refine ⟨p, ?_⟩
    intro g hg hne
    have h0 : 0 ≤ (p - rot g p) ⬝ᵥ (p - rot g p) :=
      Finset.sum_nonneg (fun i _ => mul_self_nonneg _)
    have h1 : (p - rot g p) ⬝ᵥ (p - rot g p) ≠ 0 := by
      intro h
      exact hne (hp g hg (sub_eq_zero.mp (dotProduct_self_eq_zero.mp h)).symm)
    have h2 := lt_of_le_of_ne h0 (Ne.symm h1)
    rw [sub_dotProduct, dotProduct_sub, dotProduct_sub, rot_dot_rot,
      dotProduct_comm (rot g p) p] at h2
    linarith

/-- For a point of the strict wedge, exactly one group operation carries it into the
closed wedge. -/
theorem wedgeCount_eq_one (G : Subgroup (Matrix.orthogonalGroup n ℝ)) [Fintype G]
    {p k : n → ℝ} (hk : k ∈ openWedge G p) : wedgeCount G p k = 1 := by
  refine Finset.card_eq_one.mpr ⟨1, ?_⟩
  ext g
  simp only [Finset.mem_filter, Finset.mem_univ, true_and, Finset.mem_singleton]
  constructor
  · intro h
    exact Subtype.ext (eq_one_of_mem hk g.2 h)
  · rintro rfl
    show rot 1 k ∈ wedge G p
    rw [rot_one]
    intro h hh
    by_cases h1 : h = 1
    · rw [h1, rot_one]
    · exact (hk h hh h1).le

/-- The sum of a symmetric function over a finite symmetric k-mesh equals its sum over the
mesh points in the closed wedge, each weighted by the group order divided by the number of
operations that carry the point into the wedge. -/
theorem sum_mesh_eq_sum_wedge (G : Subgroup (Matrix.orthogonalGroup n ℝ)) [Fintype G]
    (p : n → ℝ) (K : Finset (n → ℝ)) (hK : ∀ g ∈ G, ∀ k ∈ K, rot g k ∈ K)
    (f : (n → ℝ) → ℝ) (hf : ∀ g ∈ G, ∀ k ∈ K, f (rot g k) = f k) :
    ∑ k ∈ K, f k = ∑ k ∈ K.filter (fun k => k ∈ wedge G p),
      (Fintype.card G : ℝ) / (wedgeCount G p k : ℝ) * f k := by
  -- the count is the same along an orbit
  have hN : ∀ (h : G) (k : n → ℝ), wedgeCount G p (rot h.1 k) = wedgeCount G p k := by
    intro h k
    refine Finset.card_equiv (Equiv.mulRight h) ?_
    intro g
    simp only [Finset.mem_filter, Finset.mem_univ, true_and, Equiv.coe_mulRight,
      Subgroup.coe_mul, rot_mul]
  let F : (n → ℝ) → ℝ := fun k => if k ∈ wedge G p then f k / (wedgeCount G p k : ℝ) else 0
  -- summing the wedge part over an orbit gives back the function
  have hB : ∀ k ∈ K, ∑ g : G, F (rot g.1 k) = f k := by
    intro k hk
    have hpos : (wedgeCount G p k : ℝ) ≠ 0 := by
      obtain ⟨g, hg, hgk⟩ := (irreducible_wedge G p).1 k
      exact Nat.cast_ne_zero.mpr (Finset.card_ne_zero_of_mem
        (Finset.mem_filter.mpr ⟨Finset.mem_univ (⟨g, hg⟩ : G), hgk⟩))
    calc ∑ g : G, F (rot g.1 k)
        = ∑ g : G, if rot g.1 k ∈ wedge G p then f k / (wedgeCount G p k : ℝ) else 0 := by
          refine Finset.sum_congr rfl (fun g _ => ?_)
          simp only [F, hN, hf g.1 g.2 k hk]
      _ = (wedgeCount G p k : ℝ) * (f k / (wedgeCount G p k : ℝ)) := by
          rw [← Finset.sum_filter, Finset.sum_const, nsmul_eq_mul]
          rfl
      _ = f k := mul_div_cancel₀ _ hpos
  -- each operation only permutes the mesh
  have hA : ∀ g : G, ∑ k ∈ K, F (rot g.1 k) = ∑ k ∈ K, F k := by
    intro g
    refine Finset.sum_nbij' (rot g.1) (rot g.1⁻¹) (fun k hk => hK _ g.2 k hk)
      (fun k hk => hK _ (G.inv_mem g.2) k hk) (fun k _ => ?_) (fun k _ => ?_)
      (fun k _ => rfl)
    · rw [← rot_mul, inv_mul_cancel, rot_one]
    · rw [← rot_mul, mul_inv_cancel, rot_one]
  rw [← Finset.sum_congr rfl hB, Finset.sum_comm, Finset.sum_congr rfl (fun g _ => hA g),
    Finset.sum_const, nsmul_eq_mul, Finset.card_univ, Finset.sum_filter, Finset.mul_sum]
  refine Finset.sum_congr rfl (fun k _ => ?_)
  by_cases hk : k ∈ wedge G p
  · simp only [F, if_pos hk]
    ring
  · simp only [F, if_neg hk, mul_zero]

end

end IrreducibleWedge
```

```lean
#print axioms IrreducibleWedge.irreducible_wedge
-- 'IrreducibleWedge.irreducible_wedge' depends on axioms: [propext, Classical.choice, Quot.sound]
#print axioms IrreducibleWedge.openWedge_nonempty_iff
-- 'IrreducibleWedge.openWedge_nonempty_iff' depends on axioms: [propext, Classical.choice, Quot.sound]
#print axioms IrreducibleWedge.wedgeCount_eq_one
-- 'IrreducibleWedge.wedgeCount_eq_one' depends on axioms: [propext, Classical.choice, Quot.sound]
#print axioms IrreducibleWedge.sum_mesh_eq_sum_wedge
-- 'IrreducibleWedge.sum_mesh_eq_sum_wedge' depends on axioms: [propext, Classical.choice, Quot.sound]
```

## What the definitions and theorems say

A wave vector is a function `n → ℝ`, where `n` is a finite set of component labels and not a number. The letter `G` denotes the point group, not a reciprocal lattice vector; it is a subgroup of `Matrix.orthogonalGroup n ℝ`, so improper operations such as mirrors and inversion are allowed. `rot g x` is the matrix–vector product, even when `g` is not a proper rotation, and `⬝ᵥ` is the scalar product. The components are thus Cartesian.

`wedge G p` is \(W\), and `openWedge G p` is the set of strict points. The latter name refers to strict inequalities for each \(g\neq1\), not to the topological interior: if a mirror fixes \(p\), `openWedge` is empty although \(W\) may still have an interior. `wedgeCount G p k` is \(N(k)\).

- `irreducible_wedge` states, for finite `G` and any `p`, that each vector has an image in the closed wedge and that no operation maps a strict point to a different strict point.
- `openWedge_nonempty_iff` gives the criterion for `p`, and needs no finiteness.
- `wedgeCount_eq_one` says that \(N(k)=1\) at strict points.
- `sum_mesh_eq_sum_wedge` is the weighted sum. The hypothesis `hK` says that operations keep mesh points in the mesh, and `hf` says that `f` is invariant there.

The invariance `hf` stands for the crystal symmetry of the summed quantity and is assumed, not derived from a Hamiltonian. In an independent-electron calculation whose Hamiltonian has the crystal symmetry, the sum of occupied band energies at each \(k\) is such a quantity. The contribution of one \(k\) to the charge density at a fixed position generally is not, and has to be symmetrised separately.

The step left to you is the identification of wave vectors that differ by a reciprocal lattice vector. In the theorems they are different vectors, and this matters on the zone boundary. For your layer with lattice constant \(a\) and \(0<q<\pi/a\), the points \((\pi/a,q)\) and \((\pi/a,-q)\) are both strict, yet a half turn followed by a reciprocal lattice translation relates them. Likewise, a mesh that includes \(\pi/a\) but leaves out \(-\pi/a\) is not invariant in the sense of `hK`.

## How the Lean proof runs

`rot_mul` and `rot_one` say that the matrices act as a group. `rot_dot_rot` derives the invariance of the scalar product from \(g^Tg=1\), and `dot_rot` moves an operation to the other factor as its inverse.

`eq_one_of_mem` is the contradiction for strict points. Its `h1` is the strict inequality for `h⁻¹`, its `h2` is the wedge inequality for `h`, and `linarith` finds them incompatible after both have been rewritten. The lemma asks only that the image lie in the closed wedge, so it also excludes partners on the boundary.

In `irreducible_wedge`, `Finite.exists_max` supplies the maximising \(g\), and the comparison with `g.1 * h` is the displayed inequality for \(g^{-1}x\). For the second half, the strict point `y` is first shown to lie in the closed wedge; `eq_one_of_mem` then makes the operation the identity, which contradicts \(x\neq y\).

`openWedge_nonempty_iff` expands \(|p-gp|^2>0\) as above. `wedgeCount_eq_one` shows that the set of counted operations is \(\{1\}\).

In `sum_mesh_eq_sum_wedge`, `hN` is the constancy of \(N\) along a star, obtained from the bijection \(g\mapsto gh\). `hB` is the identity \(\sum_gF(gk)=f(k)\), with `hpos` supplying \(N(k)\ne0\). `hA` says that an operation permutes the mesh, with its inverse as the reverse map. `Finset.sum_comm` then exchanges the two sums.

## Lattice coordinates and infinite groups

Orthogonality matters if your code stores the operations as integer matrices in a reciprocal-lattice basis. For a hexagonal lattice with basis vectors at \(60^\circ\), one mirror is
\[
h=\begin{pmatrix}1&1\\0&-1\end{pmatrix},\qquad h^2=1 .
\]
Take the two-element group \(\{1,h\}\) and apply the rule with the plain component-wise product, \(p=(0,1)\) and \(x=(1,0)\). Then \(hx=x\) and \(hp=(1,-1)\), so \(x\cdot hp=1>0=x\cdot p\). The only member of this star is rejected, so the first half fails for general finite matrix groups. Converting to Cartesian components repairs it.

The first half also fails for some infinite orthogonal groups. Take all rotations of the plane by an integer number of radians, with \(p=(1,0)\) and \(x=(-1,0)\). The images of \(p\) come arbitrarily close to the direction of any image of \(x\) but never reach it, because \(\pi\) is irrational. No largest overlap exists, and no image of \(x\) lies in the wedge. What the argument uses is that the maximum is attained, and finiteness guarantees this.
